# With trial function exp(−ζr), ζ > 0 and ζ ≠ 1, hydrogen's local energy has a finite variance but no third moment

For hydrogen in atomic units, let $\psi(r)=e^{-\zeta r}$ with $\zeta>0$, where $r$ is the distance from the nucleus. The local energy $E_L=H\psi/\psi$ is

$$E_L(r)=-\frac{\zeta^2}{2}+\frac{\zeta-1}{r}.$$

Under the density $\rho(r)=4\zeta^3r^2e^{-2\zeta r}$, which is $4\pi r^2|\psi|^2$ normalised to one, it has mean $\zeta^2/2-\zeta$ and variance $\zeta^2(\zeta-1)^2$. If $\zeta\neq1$, its $p$-th power, for $p=0,1,2,\dots$, is integrable exactly when $p\le2$. For $\zeta\neq1$ the squared deviation of $E_L$ from any fixed reference therefore has infinite variance.

For variational Monte Carlo on this one-electron, one-parameter model, with $\zeta\neq1$ and independent samples drawn from $\rho$, this means that the energy average has a finite standard error, while the average of squared deviations from a fixed reference does not.

## The model

```lean
import Mathlib

open MeasureTheory Set

namespace HydrogenLocalEnergy

noncomputable section
```

This loads Mathlib, Lean's mathematics library, and opens the names for integration and sets. Below, `Ioi 0` is the interval $(0,\infty)$ and `Ioo 0 δ` is $(0,\delta)$.

```lean
/-- The trial function `exp(-ζ r)`. -/
def trial (ζ r : ℝ) : ℝ := Real.exp (-(ζ * r))
```

This is $\psi(r)=e^{-\zeta r}$, unnormalised. The norm cancels in $H\psi/\psi$.

```lean
/-- The hydrogen Hamiltonian (atomic units) on spherically symmetric functions, for `r > 0`. -/
def hamiltonian (f : ℝ → ℝ) (r : ℝ) : ℝ :=
  -(1 / 2) * (deriv (deriv f) r + 2 / r * deriv f r) - f r / r
```

In ordinary notation,

$$Hf=-\tfrac12\left(f''+\tfrac2r f'\right)-\frac fr .$$

`deriv` is the actual derivative. The nucleus is a fixed point charge, and $H$ acts on spherically symmetric functions only.

```lean
/-- The local energy `Hψ/ψ` of the trial function, for `r > 0`. -/
def localEnergy (ζ r : ℝ) : ℝ := hamiltonian (trial ζ) r / trial ζ r
```

The local energy is defined as the quotient $H\psi/\psi$; its closed form is proved below.

```lean
/-- The radial density `4ζ³ r² exp(-2ζr)`. -/
def radialDensity (ζ r : ℝ) : ℝ := 4 * ζ ^ 3 * r ^ 2 * Real.exp (-(2 * ζ * r))
```

Since $\int_0^\infty 4\pi r^2e^{-2\zeta r}\,dr=\pi/\zeta^3$, the normalised $4\pi r^2|\psi|^2$ is $\rho(r)$. An expectation value is an integral against $\rho$ over $(0,\infty)$; random samples are not modelled.

## The local energy

```lean
/-- The local energy is `-ζ²/2 + (ζ-1)/r`, written here after multiplication by `r`. -/
theorem mul_localEnergy (ζ : ℝ) {r : ℝ} (hr : 0 < r) :
    r * localEnergy ζ r = (ζ - 1) - ζ ^ 2 / 2 * r := by
  have hd : ∀ x, HasDerivAt (trial ζ) (-ζ * trial ζ x) x := by
    intro x
    have h : HasDerivAt (fun y : ℝ => Real.exp (-(ζ * y)))
        (Real.exp (-(ζ * x)) * (-(ζ * 1))) x :=
      ((hasDerivAt_id' x).const_mul ζ).fun_neg.exp
    exact h.congr_deriv (by simp only [trial]; ring)
  have h1 : deriv (trial ζ) = fun x => -ζ * trial ζ x := funext fun x => (hd x).deriv
  have h2 : deriv (deriv (trial ζ)) r = ζ ^ 2 * trial ζ r := by
    rw [h1]
    exact ((hd r).const_mul (-ζ)).deriv.trans (by ring)
  have ht : trial ζ r ≠ 0 := (Real.exp_pos _).ne'
  unfold localEnergy hamiltonian
  rw [h2, (hd r).deriv]
  field_simp
  ring
```

The argument `(hr : 0 < r)` is the hypothesis $r>0$, and the line after the colon is the claim $rE_L=(\zeta-1)-\tfrac{\zeta^2}{2}r$. By hand, $\psi'=-\zeta\psi$ and $\psi''=\zeta^2\psi$, so

$$H\psi=\left(-\frac{\zeta^2}{2}+\frac{\zeta}{r}-\frac1r\right)\psi .$$

Dividing by $\psi$ and multiplying by $r$ gives the claim. In the proof, `hd` is the first derivative and `h2` the second; `field_simp` clears denominators and `ring` finishes the algebra.

## Mean and variance

```lean
/-- The radial integral of `rⁿ exp(-ar)` is `n!/aⁿ⁺¹`. -/
theorem exp_moment (n : ℕ) {a : ℝ} (ha : 0 < a) :
    ∫ r in Ioi (0 : ℝ), r ^ n * Real.exp (-(a * r)) = n.factorial / a ^ (n + 1) := by
  have h := Real.integral_rpow_mul_exp_neg_mul_Ioi (a := (n : ℝ) + 1) (r := a)
    (by positivity) ha
  have hp : (1 / a) ^ ((n : ℝ) + 1) = (1 / a) ^ (n + 1) := by
    exact_mod_cast Real.rpow_natCast (1 / a) (n + 1)
  rw [Real.Gamma_nat_eq_factorial, hp] at h
  simp only [add_sub_cancel_right, Real.rpow_natCast] at h
  rw [h, one_div, inv_pow]
  ring
```

The hypothesis `ha` is $a>0$, without which the integral diverges. Substituting $t=ar$ turns the integral into $a^{-(n+1)}\int_0^\infty t^ne^{-t}\,dt=n!/a^{n+1}$. The proof takes Mathlib's Gamma integral and converts its real exponent to a natural one.

```lean
/-- A quadratic polynomial in `r` times `exp(-2ζr)` is integrable, with the stated integral. -/
theorem quadratic_moment {ζ : ℝ} (hζ : 0 < ζ) (A B C : ℝ) :
    IntegrableOn (fun r => (A * r ^ 2 + B * r + C) * Real.exp (-(2 * ζ * r))) (Ioi 0) ∧
    ∫ r in Ioi (0 : ℝ), (A * r ^ 2 + B * r + C) * Real.exp (-(2 * ζ * r)) =
      A / (4 * ζ ^ 3) + B / (4 * ζ ^ 2) + C / (2 * ζ) := by
  have hz : 0 < 2 * ζ := by positivity
  -- a nonzero value of the integral forces integrability
  have hi : ∀ n : ℕ, IntegrableOn (fun r : ℝ => r ^ n * Real.exp (-(2 * ζ * r))) (Ioi 0) := by
    intro n
    by_contra h
    have h1 : ∫ r in Ioi (0 : ℝ), r ^ n * Real.exp (-(2 * ζ * r)) = 0 := integral_undef h
    rw [exp_moment n hz] at h1
    have h2 : (0 : ℝ) < n.factorial / (2 * ζ) ^ (n + 1) := by positivity
    exact h2.ne' h1
  have i2 := (hi 2).const_mul A
  have i1 := (hi 1).const_mul B
  have i0 := (hi 0).const_mul C
  have i21 : Integrable (fun r : ℝ => A * (r ^ 2 * Real.exp (-(2 * ζ * r))) +
      B * (r ^ 1 * Real.exp (-(2 * ζ * r)))) (volume.restrict (Ioi 0)) := i2.add i1
  have he : (fun r : ℝ => (A * r ^ 2 + B * r + C) * Real.exp (-(2 * ζ * r))) =
      fun r => A * (r ^ 2 * Real.exp (-(2 * ζ * r))) + B * (r ^ 1 * Real.exp (-(2 * ζ * r))) +
        C * (r ^ 0 * Real.exp (-(2 * ζ * r))) := by
    funext r; ring
  have f2 : ((Nat.factorial 2 : ℕ) : ℝ) = 2 := by norm_num [Nat.factorial]
  rw [he]
  refine ⟨i21.add i0, ?_⟩
  rw [integral_add i21 i0, integral_add i2 i1, integral_const_mul, integral_const_mul,
    integral_const_mul, exp_moment 2 hz, exp_moment 1 hz, exp_moment 0 hz, f2,
    Nat.factorial_one, Nat.factorial_zero, Nat.cast_one]
  field_simp
  ring
```

With $a=2\zeta$, the integrals for $n=2,1,0$ are $1/(4\zeta^3)$, $1/(4\zeta^2)$ and $1/(2\zeta)$. Adding them with coefficients $A,B,C$ gives the stated value. The sign `∧` means "and": integrability is proved along with the value. Lean assigns the integral of a non-integrable function the value 0, so the positive value from `exp_moment` shows that each term is integrable.

```lean
/-- The radial density is integrable and normalised to one. -/
theorem radialDensity_normalized {ζ : ℝ} (hζ : 0 < ζ) :
    IntegrableOn (radialDensity ζ) (Ioi 0) ∧ ∫ r in Ioi (0 : ℝ), radialDensity ζ r = 1 := by
  have h := quadratic_moment hζ (4 * ζ ^ 3) 0 0
  have he : (fun r : ℝ => (4 * ζ ^ 3 * r ^ 2 + 0 * r + 0) * Real.exp (-(2 * ζ * r))) =
      radialDensity ζ := by
    funext r; unfold radialDensity; ring
  rw [he] at h
  refine ⟨h.1, h.2.trans ?_⟩
  rw [div_self (by positivity)]
  ring
```

Take $A=4\zeta^3$ and $B=C=0$: the integral of $\rho$ is 1.

```lean
/-- The local energy measured from `c` is integrable, with mean `ζ²/2 - ζ - c`. -/
theorem first_moment {ζ : ℝ} (hζ : 0 < ζ) (c : ℝ) :
    IntegrableOn (fun r => (localEnergy ζ r - c) * radialDensity ζ r) (Ioi 0) ∧
    ∫ r in Ioi (0 : ℝ), (localEnergy ζ r - c) * radialDensity ζ r = ζ ^ 2 / 2 - ζ - c := by
  have h := quadratic_moment hζ (-(4 * ζ ^ 3 * (ζ ^ 2 / 2 + c))) (4 * ζ ^ 3 * (ζ - 1)) 0
  have he : EqOn (fun r : ℝ => (-(4 * ζ ^ 3 * (ζ ^ 2 / 2 + c)) * r ^ 2 +
      4 * ζ ^ 3 * (ζ - 1) * r + 0) * Real.exp (-(2 * ζ * r)))
      (fun r => (localEnergy ζ r - c) * radialDensity ζ r) (Ioi 0) := by
    intro r hr
    simp only [radialDensity]
    linear_combination (-(4 * ζ ^ 3 * r * Real.exp (-(2 * ζ * r)))) * mul_localEnergy ζ hr
  refine ⟨h.1.congr_fun he measurableSet_Ioi, ?_⟩
  rw [← setIntegral_congr_fun measurableSet_Ioi he, h.2]
  field_simp
  ring
```

Let $c$ be any reference energy and put $k=\zeta^2/2+c$, so that $E_L-c=(\zeta-1)/r-k$. Then

$$(E_L-c)\rho=4\zeta^3\left[-kr^2+(\zeta-1)r\right]e^{-2\zeta r},$$

whose integral is $-k+\zeta(\zeta-1)=\zeta^2/2-\zeta-c$. The step `he` proves this pointwise identity for $r>0$; `linear_combination` derives it from a multiple of `mul_localEnergy`.

```lean
/-- The squared deviation of the local energy from `c` is integrable, and its mean is the
squared offset of `c` from `ζ²/2 - ζ` plus `ζ²(ζ-1)²`. -/
theorem second_moment {ζ : ℝ} (hζ : 0 < ζ) (c : ℝ) :
    IntegrableOn (fun r => (localEnergy ζ r - c) ^ 2 * radialDensity ζ r) (Ioi 0) ∧
    ∫ r in Ioi (0 : ℝ), (localEnergy ζ r - c) ^ 2 * radialDensity ζ r =
      (ζ ^ 2 / 2 - ζ - c) ^ 2 + ζ ^ 2 * (ζ - 1) ^ 2 := by
  have h := quadratic_moment hζ (4 * ζ ^ 3 * (ζ ^ 2 / 2 + c) ^ 2)
    (-(8 * ζ ^ 3 * (ζ ^ 2 / 2 + c) * (ζ - 1))) (4 * ζ ^ 3 * (ζ - 1) ^ 2)
  have he : EqOn (fun r : ℝ => (4 * ζ ^ 3 * (ζ ^ 2 / 2 + c) ^ 2 * r ^ 2 +
      -(8 * ζ ^ 3 * (ζ ^ 2 / 2 + c) * (ζ - 1)) * r + 4 * ζ ^ 3 * (ζ - 1) ^ 2) *
        Real.exp (-(2 * ζ * r)))
      (fun r => (localEnergy ζ r - c) ^ 2 * radialDensity ζ r) (Ioi 0) := by
    intro r hr
    simp only [radialDensity]
    linear_combination (-(4 * ζ ^ 3 * Real.exp (-(2 * ζ * r))) * ((ζ - 1) -
      (ζ ^ 2 / 2 + c) * r + r * localEnergy ζ r - c * r)) * mul_localEnergy ζ hr
  refine ⟨h.1.congr_fun he measurableSet_Ioi, ?_⟩
  rw [← setIntegral_congr_fun measurableSet_Ioi he, h.2]
  field_simp
  ring
```

Squaring gives

$$(E_L-c)^2\rho=4\zeta^3\left[k^2r^2-2k(\zeta-1)r+(\zeta-1)^2\right]e^{-2\zeta r}.$$

The factor $r^2$ in $\rho$ has just cancelled the $1/r^2$. The integral is

$$k^2-2k\zeta(\zeta-1)+2\zeta^2(\zeta-1)^2=\left(k-\zeta(\zeta-1)\right)^2+\zeta^2(\zeta-1)^2,$$

and $k-\zeta(\zeta-1)=-(\zeta^2/2-\zeta-c)$, which gives the stated form. The proof follows the same pattern as the previous one.

```lean
/-- The local energy has mean `ζ²/2 - ζ` and variance `ζ²(ζ-1)²`. -/
theorem mean_and_variance {ζ : ℝ} (hζ : 0 < ζ) :
    ∫ r in Ioi (0 : ℝ), localEnergy ζ r * radialDensity ζ r = ζ ^ 2 / 2 - ζ ∧
    ∫ r in Ioi (0 : ℝ), (localEnergy ζ r - (ζ ^ 2 / 2 - ζ)) ^ 2 * radialDensity ζ r =
      ζ ^ 2 * (ζ - 1) ^ 2 := by
  constructor
  · simpa only [sub_zero] using (first_moment hζ 0).2
  · rw [(second_moment hζ _).2]
    ring
```

Setting $c=0$ in the first moment gives the mean. Setting $c$ equal to that mean in the second moment removes the offset and leaves the variance.

## Where the moments stop

```lean
/-- Without the exact cusp (`ζ ≠ 1`), the `p`-th power of the local energy, measured from any
reference `c`, is integrable exactly when `p ≤ 2`. -/
theorem moment_integrable_iff {ζ : ℝ} (hζ : 0 < ζ) (hne : ζ ≠ 1) (c : ℝ) (p : ℕ) :
    IntegrableOn (fun r => (localEnergy ζ r - c) ^ p * radialDensity ζ r) (Ioi 0) ↔ p ≤ 2 := by
  constructor
  · intro hf
    by_contra hp2
    have hp : 3 ≤ p := by omega
    have hb : 0 < |ζ - 1| := abs_pos.2 (sub_ne_zero.2 hne)
    obtain ⟨k, hk⟩ : ∃ k, k = ζ ^ 2 / 2 + c := ⟨_, rfl⟩
    obtain ⟨δ, hδ, hδ1, hδk⟩ : ∃ δ : ℝ, 0 < δ ∧ δ ≤ 1 ∧ δ * (2 * (|k| + 1)) ≤ |ζ - 1| :=
      ⟨min 1 (|ζ - 1| / (2 * (|k| + 1))), lt_min one_pos (div_pos hb (by positivity)),
        min_le_left _ _, (le_div_iff₀ (by positivity)).1 (min_le_right _ _)⟩
    obtain ⟨C, hC⟩ : ∃ C, C = 4 * ζ ^ 3 * Real.exp (-(2 * ζ)) * (|ζ - 1| / 2) ^ p := ⟨_, rfl⟩
    have hC0 : 0 < C := by
      rw [hC]; exact mul_pos (by positivity) (pow_pos (half_pos hb) p)
    -- near the nucleus the absolute value of the integrand is at least `C / r`
    have key : ∀ r ∈ Ioo 0 δ,
        C * r⁻¹ ≤ ‖(localEnergy ζ r - c) ^ p * radialDensity ζ r‖ := by
      intro r hr
      have hr0 : 0 < r := hr.1
      have hr1 : r ≤ 1 := hr.2.le.trans hδ1
      have e : ζ - 1 = r * (localEnergy ζ r - c) + k * r := by
        rw [hk]; linear_combination -(mul_localEnergy ζ hr0)
      have t : |ζ - 1| ≤ r * |localEnergy ζ r - c| + |k| * r := by
        calc |ζ - 1| = |r * (localEnergy ζ r - c) + k * r| := by rw [← e]
          _ ≤ |r * (localEnergy ζ r - c)| + |k * r| := abs_add_le _ _
          _ = _ := by rw [abs_mul, abs_mul, abs_of_pos hr0]
      have hkr : |k| * r ≤ (|k| + 1) * δ :=
        mul_le_mul (by linarith) hr.2.le hr0.le (by positivity)
      have hlow : |ζ - 1| / 2 ≤ r * |localEnergy ζ r - c| := by linarith
      have hpow : (|ζ - 1| / 2) ^ p ≤ r ^ 3 * |localEnergy ζ r - c| ^ p :=
        calc (|ζ - 1| / 2) ^ p ≤ (r * |localEnergy ζ r - c|) ^ p :=
              pow_le_pow_left₀ (by positivity) hlow p
          _ = r ^ p * |localEnergy ζ r - c| ^ p := mul_pow _ _ _
          _ ≤ _ := mul_le_mul_of_nonneg_right
              (pow_le_pow_of_le_one hr0.le hr1 hp) (by positivity)
      have hexp : Real.exp (-(2 * ζ)) ≤ Real.exp (-(2 * ζ * r)) :=
        Real.exp_le_exp.2 (by nlinarith)
      have hρ : 0 ≤ radialDensity ζ r := by unfold radialDensity; positivity
      have h32 : r ^ 3 * r⁻¹ = r ^ 2 := by field_simp
      rw [norm_mul, norm_pow, Real.norm_eq_abs, Real.norm_of_nonneg hρ, hC]
      calc _ ≤ 4 * ζ ^ 3 * Real.exp (-(2 * ζ * r)) *
            (r ^ 3 * |localEnergy ζ r - c| ^ p) * r⁻¹ :=
            mul_le_mul_of_nonneg_right (mul_le_mul
              (mul_le_mul_of_nonneg_left hexp (by positivity)) hpow (by positivity)
              (by positivity)) (by positivity)
        _ = _ := by
            unfold radialDensity
            linear_combination (4 * ζ ^ 3 * Real.exp (-(2 * ζ * r)) *
              |localEnergy ζ r - c| ^ p) * h32
    -- so `1 / r` would be integrable at the origin
    have hinv : IntegrableOn (fun r : ℝ => r ^ (-1 : ℝ)) (Ioo 0 δ) := by
      have hg := (hf.mono_set (Ioo_subset_Ioi_self : Ioo (0 : ℝ) δ ⊆ Ioi 0)).norm.const_mul C⁻¹
      refine Integrable.mono' hg (measurable_id.pow_const (-1 : ℝ)).aestronglyMeasurable ?_
      refine (ae_restrict_iff' measurableSet_Ioo).2 (Filter.Eventually.of_forall fun r hr => ?_)
      calc ‖r ^ (-1 : ℝ)‖ = r⁻¹ := by
            rw [Real.rpow_neg_one, Real.norm_of_nonneg (inv_nonneg.2 hr.1.le)]
        _ ≤ C⁻¹ * ‖(localEnergy ζ r - c) ^ p * radialDensity ζ r‖ := by
            rw [← div_eq_inv_mul, le_div_iff₀ hC0, mul_comm]
            exact key r hr
    exact lt_irrefl _ ((intervalIntegral.integrableOn_Ioo_rpow_iff hδ).1 hinv)
  · intro hp
    interval_cases p
    · simpa only [pow_zero, one_mul] using (radialDensity_normalized hζ).1
    · simpa only [pow_one] using (first_moment hζ c).1
    · exact (second_moment hζ c).1
```

The sign `↔` means "if and only if", and `hne` is the hypothesis $\zeta\ne1$. For $p=0,1,2$, integrability is already known, and `interval_cases` runs through the three values.

For $p\ge3$, start from $\zeta-1=r(E_L-c)+kr$. The triangle inequality gives

$$|\zeta-1|\le r|E_L-c|+|k|r .$$

Choose $\delta=\min\left(1,\frac{|\zeta-1|}{2(|k|+1)}\right)$. For $0<r<\delta$ the last term is at most $|\zeta-1|/2$, so $r|E_L-c|\ge|\zeta-1|/2$. This is `hlow`. Raise it to the power $p$ and use $r^p\le r^3$, which holds because $r\le1$:

$$|E_L-c|^p\ge\left(\frac{|\zeta-1|}{2}\right)^p\frac1{r^3}.$$

Since also $e^{-2\zeta r}\ge e^{-2\zeta}$,

$$|E_L-c|^p\rho\ge\frac Cr,\qquad C=4\zeta^3e^{-2\zeta}\left(\frac{|\zeta-1|}{2}\right)^p>0 .$$

This is `key`. If the left side were integrable, $1/r$ would be integrable on $(0,\delta)$ (`hinv`), but its integral diverges logarithmically. Mathlib's criterion says that $r^s$ is integrable there exactly when $s>-1$, and $s=-1$ yields the contradiction $-1<-1$.

The hypothesis $\zeta>0$ matters here. At $\zeta=0$ the function $\rho$ vanishes identically, so the integrand for $p=3$ is zero and integrable, although $\zeta\ne1$ and $3>2$.

```lean
/-- For `ζ ≠ 1` the squared deviation `(E_L - c)²` has infinite variance: its squared distance
from any number `b` is not integrable. -/
theorem squared_deviation_infinite_variance {ζ : ℝ} (hζ : 0 < ζ) (hne : ζ ≠ 1) (c b : ℝ) :
    ¬ IntegrableOn (fun r => ((localEnergy ζ r - c) ^ 2 - b) ^ 2 * radialDensity ζ r)
      (Ioi 0) := by
  intro h
  have h4 : IntegrableOn (fun r => (localEnergy ζ r - c) ^ 4 * radialDensity ζ r) (Ioi 0) := by
    have e : (fun r => (localEnergy ζ r - c) ^ 4 * radialDensity ζ r) =
        fun r => ((localEnergy ζ r - c) ^ 2 - b) ^ 2 * radialDensity ζ r +
          2 * b * ((localEnergy ζ r - c) ^ 2 * radialDensity ζ r) -
          b ^ 2 * radialDensity ζ r := by
      funext r; ring
    rw [e]
    exact (h.add ((second_moment hζ c).1.const_mul (2 * b))).sub
      ((radialDensity_normalized hζ).1.const_mul (b ^ 2))
  have := (moment_integrable_iff hζ hne c 4).1 h4
  omega
```

The sign `¬` means "not". Write $X=(E_L-c)^2$ and let $b$ be any real number. Then

$$X^2=(X-b)^2+2bX-b^2 .$$

If $(X-b)^2\rho$ were integrable, all terms on the right would be, and so would $(E_L-c)^4\rho$. The preceding theorem would then give $4\le2$, which `omega` rejects. The integrand is non-negative and continuous for $r>0$, so failure of integrability means that its integral is $+\infty$. With $b$ the mean of $X$, that integral is the variance of $X$.

```lean
/-- All powers of the local energy are integrable exactly when `ζ = 1`. -/
theorem all_moments_iff_cusp {ζ : ℝ} (hζ : 0 < ζ) :
    (∀ p : ℕ, IntegrableOn (fun r => localEnergy ζ r ^ p * radialDensity ζ r) (Ioi 0)) ↔
      ζ = 1 := by
  constructor
  · intro h
    by_contra hne
    have := (moment_integrable_iff hζ hne 0 3).1 (by simpa only [sub_zero] using h 3)
    omega
  · rintro rfl p
    -- at the exact cusp the local energy is constant
    refine IntegrableOn.congr_fun
      ((radialDensity_normalized hζ).1.const_mul ((-(1 / 2) : ℝ) ^ p)) ?_ measurableSet_Ioi
    intro r hr
    have hr0 : (0 : ℝ) < r := hr
    have hE : localEnergy 1 r = -(1 / 2) :=
      mul_left_cancel₀ hr0.ne' (by linear_combination mul_localEnergy 1 hr0)
    simp only [hE]

end

end HydrogenLocalEnergy
```

If all powers are integrable, the third is, and $\zeta\neq1$ would give $3\le2$. Conversely, at $\zeta=1$ the local energy is the constant $-\tfrac12$, so every power is a constant too, and its product with the normalised density is integrable.

The value $\zeta=1$ is the electron–nucleus cusp condition $\psi'(0)=-\psi(0)$, under which the kinetic energy cancels the Coulomb singularity. In this family it also selects the exact ground state, so the theorem does not separate the effect of a correct cusp from that of an exact wavefunction.

The same argument by hand covers a nucleus of charge $Z>0$. Replacing $-1/r$ by $-Z/r$ changes $\zeta-1$ to $\zeta-Z$ in $E_L$, the mean becomes $\zeta^2/2-Z\zeta$, the variance becomes $\zeta^2(\zeta-Z)^2$, and the third moment is lost whenever $\zeta\neq Z$.

```lean
#print axioms HydrogenLocalEnergy.mean_and_variance
#print axioms HydrogenLocalEnergy.squared_deviation_infinite_variance
#print axioms HydrogenLocalEnergy.all_moments_iff_cusp
```

```
'HydrogenLocalEnergy.mean_and_variance' depends on axioms: [propext, Classical.choice, Quot.sound]
'HydrogenLocalEnergy.squared_deviation_infinite_variance' depends on axioms: [propext, Classical.choice, Quot.sound]
'HydrogenLocalEnergy.all_moments_iff_cusp' depends on axioms: [propext, Classical.choice, Quot.sound]
```
